# The potential of a nonlocal energy on a finite grid, for a symmetric kernel and differentiable θ

A nonlocal dispersion functional couples the electron density at one place to the density at another, and a self-consistent calculation with it needs its derivative with respect to the density. On a grid, let $n_i$ be the density at point $i$ and let $D_c$ be the matrix that takes the difference in direction $c$. In a simple model with a fixed kernel, a function $\theta$ of the density and its gradient gives a field $\theta_i=\theta(n_i,(D_cn)_i)$, and a symmetric matrix $\varphi$ couples the points:

$$E(n)=\frac12\sum_{i,j}\theta_i\,\varphi_{ij}\,\theta_j .$$

With $u=\varphi\theta$, and with $\theta_n$ and $\theta_{g,c}$ for the partial derivatives of $\theta$ in the density and in gradient component $c$, I expect

$$\frac{\partial E}{\partial n_k}=u_k\,\theta_n(k)+\sum_c\sum_i D_{c,ik}\,u_i\,\theta_{g,c}(i).$$

For antisymmetric $D_c$ the last term should be minus a discrete divergence. I would like to see this derived with nothing left to "integration by parts", and then proved in Lean so that the indices and signs are certain. Does it hold for any difference matrix?

## Following a density variation through θ

Yes, for any real matrices $D_c$, provided that $\varphi$ is symmetric and that $\theta$ is differentiable at the density and gradient of every grid point. Change the density by $w$. The gradient component $(D_cn)_i$ changes by $\sum_k D_{c,ik}w_k$, so to first order

$$\delta\theta_i=\theta_n(i)\,w_i+\sum_c\theta_{g,c}(i)\sum_k D_{c,ik}w_k=\sum_k R_{ik}w_k,$$

$$R_{ik}=\delta_{ik}\,\theta_n(i)+\sum_c D_{c,ik}\,\theta_{g,c}(i).$$

The product rule gives the energy change

$$\delta E=\frac12\sum_{i,j}\theta_i\varphi_{ij}\,\delta\theta_j+\frac12\sum_{i,j}\delta\theta_i\,\varphi_{ij}\theta_j .$$

The second double sum is $\sum_i u_i\,\delta\theta_i$. In the first, exchange the names $i$ and $j$ and use $\varphi_{ji}=\varphi_{ij}$; it becomes the same sum. The factor $1/2$ therefore cancels, and

$$\delta E=\sum_i u_i\,\delta\theta_i=\sum_k\Big(\sum_i u_iR_{ik}\Big)w_k .$$

Inserting $R_{ik}$ in the bracket gives

$$v_k=u_k\,\theta_n(k)+\sum_c\sum_i D_{c,ik}\,u_i\,\theta_{g,c}(i).$$

Varying only $n_k$ shows that $v_k=\partial E/\partial n_k$. The matrix acts here through its transpose. If $D_{c,ik}=-D_{c,ki}$, the gradient term becomes $-\sum_c\big(D_c(u\,\theta_{g,c})\big)_k$, which is minus the discrete divergence.

If each $D_c$ gives zero on a constant density, that is $\sum_kD_{c,ik}=0$, then summing $v_k$ over $k$ removes the gradient term. The sum is the response to a uniform shift of the density, which leaves the gradients unchanged.

## Three grid points worked by hand

Take a periodic grid of three points, numbered 0, 1, 2, with spacing $1/2$. The central difference is then $(Df)_i=f_{i+1}-f_{i-1}$. Let $\theta(n,g)=n+g^2$, and let $\varphi_{ij}=1$ for $i\ne j$ and $0$ for $i=j$. For $n=(1,2,3)$:

- The gradient is $g=(-1,2,-1)$, so $\theta=(2,6,4)$ and $u=(10,6,8)$.
- The energy is $E=2\cdot6+2\cdot4+6\cdot4=44$.
- With $\theta_n=1$ and $\theta_g=2g$, we have $u\,\theta_g=(-20,24,-16)$ and $D(u\,\theta_g)=(40,4,-44)$.
- The potential is $v=u-D(u\,\theta_g)=(-30,2,52)$.

To check the first entry directly, vary $n_0$ alone. The three values of $\theta$ then change at rates $1,-4,-2$, and $dE/dn_0=1\cdot10-4\cdot6-2\cdot8=-30$. The entries of $v$ sum to 24, as do those of $u$.

## The energy, the potential and the theorems in Lean

```lean
import Mathlib

open Matrix Finset

namespace NonlocalFunctionalPotential

noncomputable section

variable {ι κ : Type*} [Fintype ι] [DecidableEq ι] [Fintype κ] [DecidableEq κ]

/-- The density at grid point `i` together with its discrete gradient there, one component
for each direction `c`, computed with the matrix `D c`. -/
def localData (D : κ → Matrix ι ι ℝ) (n : ι → ℝ) (i : ι) : ℝ × (κ → ℝ) :=
  (n i, fun c => (D c *ᵥ n) i)

/-- The field `θ_i = θ(n_i, (D n)_i)` on the grid. -/
def thetaField (D : κ → Matrix ι ι ℝ) (θ : ℝ × (κ → ℝ) → ℝ) (n : ι → ℝ) (i : ι) : ℝ :=
  θ (localData D n i)

/-- The nonlocal energy `E(n) = (1/2) ∑ θ_i φ_ij θ_j`. -/
def energy (φ : Matrix ι ι ℝ) (D : κ → Matrix ι ι ℝ) (θ : ℝ × (κ → ℝ) → ℝ)
    (n : ι → ℝ) : ℝ :=
  1 / 2 * ∑ i, ∑ j, thetaField D θ n i * φ i j * thetaField D θ n j

/-- The field `u = φ θ`, the kernel applied to `θ`. -/
def kernelField (φ : Matrix ι ι ℝ) (D : κ → Matrix ι ι ℝ) (θ : ℝ × (κ → ℝ) → ℝ)
    (n : ι → ℝ) : ι → ℝ :=
  φ *ᵥ thetaField D θ n

/-- The partial derivative of `θ` in the density, at grid point `i`, for `θ` differentiable
there. -/
def thetaN (D : κ → Matrix ι ι ℝ) (θ : ℝ × (κ → ℝ) → ℝ) (n : ι → ℝ) (i : ι) : ℝ :=
  fderiv ℝ θ (localData D n i) (1, 0)

/-- The partial derivative of `θ` in the gradient component `c`, at grid point `i`, for `θ`
differentiable there. -/
def thetaG (D : κ → Matrix ι ι ℝ) (θ : ℝ × (κ → ℝ) → ℝ) (n : ι → ℝ) (c : κ) (i : ι) : ℝ :=
  fderiv ℝ θ (localData D n i) (0, Pi.single c 1)

/-- The potential `u_k θ_n(k) + ∑_c ∑_i D_c,ik u_i θ_g,c(i)`. -/
def potential (φ : Matrix ι ι ℝ) (D : κ → Matrix ι ι ℝ) (θ : ℝ × (κ → ℝ) → ℝ)
    (n : ι → ℝ) (k : ι) : ℝ :=
  kernelField φ D θ n k * thetaN D θ n k
    + ∑ c, ∑ i, D c i k * (kernelField φ D θ n i * thetaG D θ n c i)

/-- The response of `θ_i` to the density at grid point `k`, for `θ` differentiable at the density
and gradient of point `i`. -/
def response (D : κ → Matrix ι ι ℝ) (θ : ℝ × (κ → ℝ) → ℝ) (n : ι → ℝ) (i k : ι) : ℝ :=
  (if k = i then thetaN D θ n i else 0) + ∑ c, D c i k * thetaG D θ n c i

/-- The linear functional `w ↦ ∑_k v_k w_k` on density variations. -/
def pairing (v : ι → ℝ) : (ι → ℝ) →L[ℝ] ℝ :=
  ∑ k, v k • ContinuousLinearMap.proj (R := ℝ) (φ := fun _ : ι => ℝ) k

omit [DecidableEq ι] in
/-- The functional `pairing v` evaluates to the dot product with `v`. -/
theorem pairing_apply (v w : ι → ℝ) : pairing v w = v ⬝ᵥ w := by
  simp [pairing, dotProduct]

/-- A linear functional of density and gradient is the sum of its density part and its
gradient parts. -/
theorem differential_split (L : ℝ × (κ → ℝ) →L[ℝ] ℝ) (a : ℝ) (g : κ → ℝ) :
    L (a, g) = a * L (1, 0) + ∑ c, g c * L (0, Pi.single c 1) := by
  have e : (a, g) = a • ((1 : ℝ), (0 : κ → ℝ))
      + ∑ c, g c • ((0 : ℝ), (Pi.single c 1 : κ → ℝ)) := by
    refine Prod.ext ?_ (funext fun c => ?_)
    · simp [Prod.fst_sum]
    · simp [Prod.snd_sum, Finset.sum_apply, Pi.single_apply]
  rw [e]
  simp only [map_add, map_sum, map_smul, smul_eq_mul]

/-- Chain rule: where `θ` is differentiable, the differential of `θ_i` as a function of the
whole density is given by `response`. -/
theorem thetaField_hasFDerivAt (D : κ → Matrix ι ι ℝ) (θ : ℝ × (κ → ℝ) → ℝ) (n : ι → ℝ)
    (i : ι) (hθ : DifferentiableAt ℝ θ (localData D n i)) :
    HasFDerivAt (fun m => thetaField D θ m i) (pairing (response D θ n i)) n := by
  -- each gradient component is linear in the density
  have hg : ∀ c, HasFDerivAt (fun m : ι → ℝ => (D c *ᵥ m) i) (pairing (D c i)) n := by
    intro c
    have e : (fun m : ι → ℝ => (D c *ᵥ m) i) = pairing (D c i) := by
      funext m
      rw [pairing_apply]
      rfl
    rw [e]
    exact (pairing (D c i)).hasFDerivAt
  have hA : HasFDerivAt (fun m => localData D m i) _ n :=
    (hasFDerivAt_apply i n).prodMk (hasFDerivAt_pi.2 hg)
  have h := hθ.hasFDerivAt.comp n hA
  refine h.congr_fderiv (ContinuousLinearMap.ext fun w => ?_)
  change fderiv ℝ θ (localData D n i) (w i, fun c => pairing (D c i) w) = _
  rw [differential_split]
  simp only [pairing_apply, dotProduct, response, add_mul, sum_add_distrib, ite_mul,
    zero_mul, sum_ite_eq', mem_univ, if_true, sum_mul]
  rw [sum_comm]
  refine congrArg₂ (· + ·) (mul_comm _ _) ?_
  exact sum_congr rfl fun k _ => sum_congr rfl fun c _ => by simp only [thetaG]; ring

/-- The formula `potential` at `k` is the sum over grid points `i` of `u_i` times the coefficient
`response` at `i` and `k`. -/
theorem potential_eq_sum_response (φ : Matrix ι ι ℝ) (D : κ → Matrix ι ι ℝ)
    (θ : ℝ × (κ → ℝ) → ℝ) (n : ι → ℝ) (k : ι) :
    potential φ D θ n k = ∑ i, kernelField φ D θ n i * response D θ n i k := by
  simp only [potential, response, mul_add, sum_add_distrib, mul_ite, mul_zero,
    sum_ite_eq, mem_univ, if_true]
  congr 1
  rw [sum_comm]
  refine sum_congr rfl fun i _ => ?_
  rw [mul_sum]
  exact sum_congr rfl fun c _ => by ring

/-- For a symmetric kernel and `θ` differentiable at the sampled points, the first-order
change of the energy under a density variation `w` is `∑_k potential_k w_k`. -/
theorem energy_hasFDerivAt (φ : Matrix ι ι ℝ) (hφ : φ.IsSymm) (D : κ → Matrix ι ι ℝ)
    (θ : ℝ × (κ → ℝ) → ℝ) (n : ι → ℝ)
    (hθ : ∀ i, DifferentiableAt ℝ θ (localData D n i)) :
    HasFDerivAt (energy φ D θ) (pairing (potential φ D θ n)) n := by
  have hT := fun i => thetaField_hasFDerivAt D θ n i (hθ i)
  -- product rule for one pair of grid points
  have hij : ∀ i j, HasFDerivAt (fun m => thetaField D θ m i * φ i j * thetaField D θ m j)
      ((thetaField D θ n i * φ i j) • pairing (response D θ n j)
        + (φ i j * thetaField D θ n j) • pairing (response D θ n i)) n := by
    intro i j
    refine (((hT i).mul_const (φ i j)).mul (hT j)).congr_fderiv
      (ContinuousLinearMap.ext fun w => ?_)
    simp only [_root_.add_apply, _root_.smul_apply, smul_eq_mul]
    ring
  have hE := (HasFDerivAt.fun_sum fun i (_ : i ∈ univ) =>
    HasFDerivAt.fun_sum fun j (_ : j ∈ univ) => hij i j).const_mul (1 / 2 : ℝ)
  refine hE.congr_fderiv (ContinuousLinearMap.ext fun w => ?_)
  have h2 : ∑ i, ∑ j, φ i j * thetaField D θ n j * pairing (response D θ n i) w
      = ∑ i, kernelField φ D θ n i * pairing (response D θ n i) w := by
    simp only [kernelField, mulVec, dotProduct, sum_mul]
  -- the symmetry of the kernel makes the two halves equal
  have h1 : ∑ i, ∑ j, thetaField D θ n i * φ i j * pairing (response D θ n j) w
      = ∑ i, kernelField φ D θ n i * pairing (response D θ n i) w := by
    rw [sum_comm, ← h2]
    refine sum_congr rfl fun x _ => sum_congr rfl fun y _ => ?_
    rw [hφ.apply x y]
    ring
  have h3 : ∑ i, kernelField φ D θ n i * pairing (response D θ n i) w
      = pairing (potential φ D θ n) w := by
    simp only [pairing_apply, dotProduct, potential_eq_sum_response, sum_mul, mul_sum]
    rw [sum_comm]
    exact sum_congr rfl fun k _ => sum_congr rfl fun i _ => by ring
  simp only [_root_.smul_apply, _root_.sum_apply,
    _root_.add_apply, smul_eq_mul, sum_add_distrib]
  rw [h1, h2, h3]
  ring

/-- For a symmetric kernel and `θ` differentiable at the sampled points, the derivative of the
energy in the single grid value `n_k` is the potential at `k`. -/
theorem energy_partial_derivative (φ : Matrix ι ι ℝ) (hφ : φ.IsSymm)
    (D : κ → Matrix ι ι ℝ) (θ : ℝ × (κ → ℝ) → ℝ) (n : ι → ℝ)
    (hθ : ∀ i, DifferentiableAt ℝ θ (localData D n i)) (k : ι) :
    HasDerivAt (fun x => energy φ D θ (Function.update n k x))
      (potential φ D θ n k) (n k) := by
  have h : HasFDerivAt (energy φ D θ) (pairing (potential φ D θ n))
      (Function.update n k (n k)) := by
    rw [Function.update_eq_self]
    exact energy_hasFDerivAt φ hφ D θ n hθ
  exact (h.comp_hasDerivAt (n k) (hasDerivAt_update n k (n k))).congr_deriv
    (by simp [pairing_apply])

omit [DecidableEq ι] in
/-- For antisymmetric difference matrices the gradient term of the potential is minus the
discrete divergence of the vector field `u θ_g`. -/
theorem potential_eq_sub_divergence (φ : Matrix ι ι ℝ) (D : κ → Matrix ι ι ℝ)
    (hD : ∀ c, (D c)ᵀ = -D c) (θ : ℝ × (κ → ℝ) → ℝ) (n : ι → ℝ) (k : ι) :
    potential φ D θ n k = kernelField φ D θ n k * thetaN D θ n k
      - ∑ c, (D c *ᵥ fun i => kernelField φ D θ n i * thetaG D θ n c i) k := by
  have h : ∀ c i, D c i k = -D c k i := fun c i => by
    simpa using congrFun (congrFun (hD c) k) i
  simp only [potential, h, mulVec, dotProduct, neg_mul, sum_neg_distrib, sub_eq_add_neg]

omit [DecidableEq ι] in
/-- If every difference matrix annihilates constant densities, the gradient term drops out of
the sum of the potential over the grid. -/
theorem sum_potential (φ : Matrix ι ι ℝ) (D : κ → Matrix ι ι ℝ)
    (hD : ∀ c i, ∑ k, D c i k = 0) (θ : ℝ × (κ → ℝ) → ℝ) (n : ι → ℝ) :
    ∑ k, potential φ D θ n k = ∑ k, kernelField φ D θ n k * thetaN D θ n k := by
  simp only [potential, sum_add_distrib]
  rw [add_eq_left, sum_comm]
  refine sum_eq_zero fun c _ => ?_
  rw [sum_comm]
  refine sum_eq_zero fun i _ => ?_
  rw [← sum_mul, hD, zero_mul]

/-- The central difference matrix on a periodic grid of `N ≥ 1` points with spacing `h ≠ 0`. -/
def centralDifference (N : ℕ) (h : ℝ) : Matrix (ZMod N) (ZMod N) ℝ :=
  Matrix.of fun i j => ((if j = i + 1 then 1 else 0) - (if j = i - 1 then 1 else 0)) / (2 * h)

/-- On a periodic grid with spacing `h ≠ 0`, `2h` times the central difference of `f` at `i` is
`f(i+1) - f(i-1)`, and the central difference matrix is antisymmetric. -/
theorem centralDifference_witness (N : ℕ) [NeZero N] (h : ℝ) (hh : h ≠ 0) :
    (∀ f i, 2 * h * (centralDifference N h *ᵥ f) i = f (i + 1) - f (i - 1)) ∧
      (centralDifference N h)ᵀ = -centralDifference N h := by
  constructor
  · intro f i
    have e : (centralDifference N h *ᵥ f) i = (f (i + 1) - f (i - 1)) / (2 * h) := by
      simp only [mulVec, dotProduct, centralDifference, Matrix.of_apply, div_mul_eq_mul_div,
        sub_mul, ite_mul, one_mul, zero_mul, ← sum_div, sum_sub_distrib, sum_ite_eq',
        mem_univ, if_true]
    rw [e]
    field_simp
  · ext i j
    -- `i` is the right neighbour of `j` exactly when `j` is the left neighbour of `i`
    have e1 : i = j + 1 ↔ j = i - 1 := by
      rw [eq_sub_iff_add_eq]
      exact eq_comm
    have e2 : i = j - 1 ↔ j = i + 1 := by
      rw [eq_sub_iff_add_eq]
      exact eq_comm
    simp only [Matrix.transpose_apply, Matrix.neg_apply, centralDifference, Matrix.of_apply,
      e1, e2]
    ring

end

end NonlocalFunctionalPotential
```

```lean
#print axioms NonlocalFunctionalPotential.energy_partial_derivative
-- 'NonlocalFunctionalPotential.energy_partial_derivative' depends on axioms: [propext, Classical.choice, Quot.sound]
#print axioms NonlocalFunctionalPotential.potential_eq_sub_divergence
-- 'NonlocalFunctionalPotential.potential_eq_sub_divergence' depends on axioms: [propext, Classical.choice, Quot.sound]
#print axioms NonlocalFunctionalPotential.sum_potential
-- 'NonlocalFunctionalPotential.sum_potential' depends on axioms: [propext, Classical.choice, Quot.sound]
```

## What the definitions and hypotheses mean

The grid points form a finite type `ι` and the directions a finite type `κ`, so three-dimensional gradients are included. A density is any function `ι → ℝ`; neither positivity nor normalisation is required. `localData D n i` is the pair of $n_i$ and its discrete gradient, and `thetaField`, `energy` and `kernelField` are $\theta_i$, $E$ and $u$. The partial derivatives `thetaN` and `thetaG` are the Fréchet derivative of $\theta$ applied to a unit change of the density or of one gradient component. `potential` is the explicit formula for $v_k$, and `pairing v` is the linear map $w\mapsto\sum_kv_kw_k$.

`energy_hasFDerivAt` says that $E$ is differentiable at $n$ with total differential $w\mapsto\sum_kv_kw_k$. `energy_partial_derivative` says that $v_k$ is the ordinary derivative when $n_k$ varies and the other grid values stay fixed. They have two hypotheses:

- `φ.IsSymm` says that point $i$ acts on point $j$ as $j$ acts on $i$. For a general matrix the derivative would contain $\frac12(\varphi+\varphi^{\mathsf T})\theta$ in place of $u$.
- `hθ` asks for differentiability of $\theta$ at the sampled values only. A smooth function of $n$ and $|g|^2$ satisfies it, while $\theta=|g|$ violates it wherever the gradient vanishes.

`potential_eq_sub_divergence` and `sum_potential` are algebraic identities for the formula and assume neither condition. Where $\theta$ is not differentiable, Mathlib sets its derivative to zero, and the formula then need not be the derivative of $E$.

The matrix $\varphi$ is fixed and does not depend on the density, there is a single field $\theta$, and no continuum limit is taken. In the functional vdW-DF, by contrast, the kernel depends on the density and its gradient at both points, so the theorems don't cover it as it stands. Volume elements belong inside $\varphi$; the potential as a function of position is then $v_k$ divided by the volume per grid point.

## From the chain rule to the potential

`differential_split` writes a linear functional of density and gradient as a sum over its components, by expanding the pair $(a,g)$ in unit vectors. `thetaField_hasFDerivAt` is the formula for $\delta\theta_i$. It shows first that each gradient component is linear in the density, composes this with the derivative of $\theta$, and then uses the splitting to identify the result with `response`, which is $R_{ik}$. `pairing_apply` turns the linear maps into dot products.

`potential_eq_sum_response` is the identity $v_k=\sum_iu_iR_{ik}$, obtained by exchanging finite sums.

In `energy_hasFDerivAt`, `hij` is the product rule for one pair of points and `hE` sums it over all pairs. The step `h2` recognises $u_i$ in one double sum. The step `h1` exchanges the summations in the other and applies the symmetry of $\varphi$ through `hφ.apply`. The step `h3` collects the coefficient of each $w_k$, and the last `ring` adds the two equal halves. `energy_partial_derivative` composes this differential with the map that changes one grid value.

For the divergence form, the proof replaces `D c i k` by `-D c k i`. For the sum over the grid, it exchanges summations until the row sum of $D_c$ appears, which is zero. `centralDifference_witness` shows that the periodic central difference with nonzero spacing is antisymmetric and gives $f_{i+1}-f_{i-1}$ after multiplication by twice the spacing. On one or two points both neighbours coincide and the matrix is zero.

## The same step in a density-functional code

For one field $\theta$ and a fixed kernel on a finite grid, $v$ is what the nonlocal energy contributes to the Kohn–Sham potential, up to the volume factor above. A program can compute it in this order:

1. Apply $D_c$ to the density, and evaluate $\theta$, $\theta_n$ and $\theta_{g,c}$ at each point.
2. Form $u=\varphi\theta$. If $\varphi$ depends only on the separation of points on a periodic grid, this is a convolution and can be done with fast Fourier transforms.
3. Multiply $u$ by $\theta_{g,c}$ pointwise, apply $D_c^{\mathsf T}$, sum over $c$, and add $u\,\theta_n$.

The third step must use the transpose of the matrix from the first. With a forward difference on a periodic grid, for example, the divergence has to be taken with the backward difference. Changing one $n_k$ slightly, dividing the energy difference by that change and comparing the quotient with $v_k$ tests an implementation.
